# Partial derivatives commute on real polynomials in finitely many Cartesian coordinates

The theorem `pderiv_comm` states that, for a real polynomial in `n` Cartesian coordinates, differentiating with respect to coordinate `j` and then `i` gives the same polynomial as differentiating in the opposite order. Here `n` is any natural number, the indices may coincide, and the derivatives are the formal ones of algebra, so no limits are involved. The attempt is by induction on the polynomial: constants first, then sums, then the product of a polynomial with a single coordinate. The product case uses the Leibniz rule and the fact that every second derivative of a coordinate is zero.

Lean 4 with Mathlib refuses this proof:

```lean
import Mathlib

open MvPolynomial

namespace PderivComm

noncomputable section

/-- Real polynomials in `n` Cartesian coordinates. -/
abbrev Poly (n : ℕ) := MvPolynomial (Fin n) ℝ

variable {n : ℕ}

/-- Partial derivatives of polynomials commute. -/
theorem pderiv_comm (i j : Fin n) (q : Poly n) :
    pderiv i (pderiv j q) = pderiv j (pderiv i q) := by
  refine MvPolynomial.induction_on q (fun a => ?_) (fun p q hp hq => ?_) (fun p k hp => ?_)
  · simp
  · simp only [map_add, hp, hq]
  · have hk : ∀ a b : Fin n, pderiv a (pderiv b (X k : Poly n)) = 0 := by
      intro a b
      rw [pderiv_X, Pi.single_apply]
      split_ifs <;> simp
    simp only [Derivation.leibniz, map_add, smul_eq_mul, hk, hp]
    ring

end

end PderivComm
```

Compiling this gives:

```
Main.lean:17:2: error: Type mismatch
  induction_on q (fun a => ?m.24) (fun p q hp hq => ?m.30) fun p k hp => ?m.35
has type
  ?m.22 q
but is expected to have type
  (pderiv i) ((pderiv j) q) = (pderiv j) ((pderiv i) q)
```

What went wrong. The error is about how the induction principle is applied. `MvPolynomial.induction_on` proves a property of polynomials, called the motive, and Lean has to know which property is meant. In the `refine` line the motive is left for Lean to infer. The message shows that it was still the unknown `?m.22` when Lean compared the term's type, `?m.22 q`, with the goal, and that the two were not matched. The message does not say why the inference failed.

The repair calls the same principle through the tactic `induction q using MvPolynomial.induction_on`. This tactic builds the motive from the goal itself, by treating the equation as a statement about a variable `q`, so nothing is left to infer.

The three `next` blocks take the place of the `fun` binders and the bullets: they name the variables and hypotheses of each case. The arguments inside the cases are unchanged.

This version goes through:

```diff
@@ -15,8 +15,9 @@
 theorem pderiv_comm (i j : Fin n) (q : Poly n) :
     pderiv i (pderiv j q) = pderiv j (pderiv i q) := by
-  refine MvPolynomial.induction_on q (fun a => ?_) (fun p q hp hq => ?_) (fun p k hp => ?_)
-  · simp
-  · simp only [map_add, hp, hq]
-  · have hk : ∀ a b : Fin n, pderiv a (pderiv b (X k : Poly n)) = 0 := by
+  induction q using MvPolynomial.induction_on
+  next a => simp
+  next p q hp hq => simp only [map_add, hp, hq]
+  next p k hp =>
+    have hk : ∀ a b : Fin n, pderiv a (pderiv b (X k : Poly n)) = 0 := by
       intro a b
       rw [pderiv_X, Pi.single_apply]
```
